# The Catalan series for the end-site Green function of a semi-infinite chain, at and above the upper band edge

For every real energy z ≥ 2, the lemma says that the series with terms Catalan(n)/z^(2n+1) converges to (z − √(z² − 4))/2. In physics this is the Green function at the end site of a non-interacting, semi-infinite tight-binding chain with zero on-site energy and hopping of magnitude one, whose band ends at z = 2; the Lean statement concerns only the series and its sum, and does not construct the chain. The proof bounds the partial sums by one, by comparison with the series at z = 2, and so obtains convergence. The Catalan recurrence then gives the quadratic equation zS = 1 + S² for the sum S, and the bound S ≤ 1 selects the right root.

In Lean, a first try:

```lean
import Mathlib

open Finset Filter Topology

namespace HasSumCatalan

noncomputable section

/-- The closed form `(z - √(z² - 4)) / 2`, used for energies `z ≥ 2`. -/
def surfaceGreen (z : ℝ) : ℝ := (z - √(z ^ 2 - 4)) / 2

/-- The Catalan series at the band edge telescopes: its partial sums fall short of `2` by
twice the central binomial coefficient over `4^N`. -/
theorem band_edge_partial_sum (N : ℕ) :
    ∑ n ∈ range N, (catalan n : ℝ) / 4 ^ n = 2 - 2 * (N.centralBinom : ℝ) / 4 ^ N := by
  induction N with
  | zero => simp
  | succ N ih =>
    have hb : (N.centralBinom : ℝ) = (N + 1) * catalan N := by
      exact_mod_cast (succ_mul_catalan_eq_centralBinom N).symm
    have hr : ((N : ℝ) + 1) * ((N + 1).centralBinom : ℝ)
        = 2 * (2 * N + 1) * (N.centralBinom : ℝ) := by
      exact_mod_cast Nat.succ_mul_centralBinom_succ N
    have hb' : ((N + 1).centralBinom : ℝ) = 2 * (2 * N + 1) * catalan N := by
      have hn : (N : ℝ) + 1 ≠ 0 := by positivity
      apply mul_left_cancel₀ hn
      rw [hr, hb]
      ring
    rw [sum_range_succ, ih, hb', hb, pow_succ]
    ring

/-- For every energy `z ≥ 2`, the series of `Catalan(n) / z^(2n+1)` converges to
`(z - √(z² - 4)) / 2`. -/
theorem hasSum_catalan {z : ℝ} (hz : 2 ≤ z) :
    HasSum (fun n : ℕ => (catalan n : ℝ) / z ^ (2 * n + 1)) (surfaceGreen z) := by
  have hz0 : z ≠ 0 := by linarith
  have hzp : 0 < z := by linarith
  obtain ⟨f, hf⟩ : ∃ f : ℕ → ℝ, f = fun n => (catalan n : ℝ) / z ^ (2 * n + 1) := ⟨_, rfl⟩
  have hpos : ∀ n, 0 ≤ f n := fun n => by rw [hf]; positivity
  -- comparison with the band edge bounds all partial sums by one
  have hle : ∀ N, ∑ n ∈ range N, f n ≤ 1 := by
    intro N
    have hterm : ∀ n ∈ range N, f n ≤ (catalan n : ℝ) / 4 ^ n / 2 := by
      intro n _
      have hp : (4 : ℝ) ^ n * 2 ≤ z ^ (2 * n + 1) := by
        calc (4 : ℝ) ^ n * 2 = 2 ^ (2 * n + 1) := by rw [pow_succ, pow_mul]; norm_num
          _ ≤ z ^ (2 * n + 1) := pow_le_pow_left₀ (by norm_num) hz _
      rw [hf, div_div]
      exact div_le_div_of_nonneg_left (by positivity) (by positivity) hp
    have h := sum_le_sum hterm
    rw [← sum_div, band_edge_partial_sum] at h
    have h0 : 0 ≤ 2 * (N.centralBinom : ℝ) / 4 ^ N := by positivity
    linarith
  have hsum : Summable f := summable_of_sum_range_le hpos hle
  have hS1 : ∑' n, f n ≤ 1 := Real.tsum_le_of_sum_range_le hpos hle
  -- the Catalan convolution becomes a quadratic equation for the sum
  have hconv : ∀ n, ∑ ij ∈ antidiagonal n, f ij.1 * f ij.2 = z * f (n + 1) := by
    intro n
    rw [hf]
    dsimp only
    rw [catalan_succ', Nat.cast_sum, sum_div, mul_sum]
    refine sum_congr rfl ?_
    rintro ⟨i, j⟩ h
    have hij : i + j = n := mem_antidiagonal.1 h
    subst hij
    dsimp only
    have hp : z ^ (2 * (i + j + 1) + 1) = z * (z ^ (2 * i + 1) * z ^ (2 * j + 1)) := by ring
    rw [hp, Nat.cast_mul, ← mul_div_assoc, mul_div_mul_left _ _ hz0, div_mul_div_comm]
  have hquad : z * ∑' n, f n = 1 + (∑' n, f n) ^ 2 := by
    have hsq : (∑' n, f n) * (∑' n, f n) = z * ∑' n, f (n + 1) := by
      rw [tsum_mul_tsum_eq_tsum_sum_antidiagonal_of_summable_norm hsum.norm hsum.norm,
        ← tsum_mul_left]
      exact tsum_congr hconv
    have h0 : z * f 0 = 1 := by simp [hf, hz0]
    have hsplit := hsum.tsum_eq_zero_add
    linear_combination z * hsplit + h0 - hsq
  -- the bound by one selects the lower branch
  have hval : ∑' n, f n = surfaceGreen z := by
    have hd : z ^ 2 - 4 = (z - 2 * ∑' n, f n) ^ 2 := by linear_combination 4 * hquad
    rw [surfaceGreen, hd, Real.sqrt_sq (by linarith)]
    ring
  rw [← hf, ← hval]
  exact hsum.hasSum

end

end HasSumCatalan
```

The error:

```
Main.lean:68:43: error: Tactic `rewrite` failed: Did not find an occurrence of the pattern
  z * ?m.550 / (z * ?m.551)
in the target expression
  ↑(catalan i) / z ^ (2 * i + 1) * ↑(catalan j) / z ^ (2 * j + 1) =
    z * (↑(catalan i) * ↑(catalan j) / (z * (z ^ (2 * i + 1) * z ^ (2 * j + 1))))

z : ℝ
hz : 2 ≤ z
hz0 : z ≠ 0
hzp : 0 < z
f : ℕ → ℝ
hf : f = fun n => ↑(catalan n) / z ^ (2 * n + 1)
hpos : ∀ (n : ℕ), 0 ≤ f n
hle : ∀ (N : ℕ), ∑ n ∈ range N, f n ≤ 1
hsum : Summable f
hS1 : ∑' (n : ℕ), f n ≤ 1
i j : ℕ
h : (i, j) ∈ HasAntidiagonal.antidiagonal (i + j)
hp : z ^ (2 * (i + j + 1) + 1) = z * (z ^ (2 * i + 1) * z ^ (2 * j + 1))
⊢ ↑(catalan i) / z ^ (2 * i + 1) * ↑(catalan j) / z ^ (2 * j + 1) =
    z * (↑(catalan i) * ↑(catalan j) / (z * (z ^ (2 * i + 1) * z ^ (2 * j + 1))))
```

As a diff, the version that Lean accepts:

```diff
@@ -66,5 +66,5 @@
     dsimp only
     have hp : z ^ (2 * (i + j + 1) + 1) = z * (z ^ (2 * i + 1) * z ^ (2 * j + 1)) := by ring
-    rw [hp, Nat.cast_mul, ← mul_div_assoc, mul_div_mul_left _ _ hz0, div_mul_div_comm]
+    rw [hp, Nat.cast_mul, div_mul_div_comm, ← mul_div_assoc, mul_div_mul_left _ _ hz0]
   have hquad : z * ∑' n, f n = 1 + (∑' n, f n) ^ 2 := by
     have hsq : (∑' n, f n) * (∑' n, f n) = z * ∑' n, f (n + 1) := by
```

Diagnosis. The error lies in the step that matches each product of two terms of the series with its share of z times a later term. The rewrite `← mul_div_assoc` turns a * (b / c) into a * b / c. It was meant for the right-hand side, where z multiplies a quotient, but the left-hand side is a product of two quotients and also has this shape. Lean matched there first, and the right-hand side stayed as it was. `mul_div_mul_left` then looked for a quotient with a factor z both above and below the line, and found none, because the upper z was still outside the quotient.

The repair only changes the order of the rewrites. `div_mul_div_comm` now comes first and merges the two quotients on the left into one. `← mul_div_assoc` then finds its match on the right and brings z into the numerator, so `mul_div_mul_left` can cancel it, using `hz0`, and the two sides agree.
